# A uniform charge error diverges under fixed positive linear mixing in long model Coulomb chains

When a self-consistent calculation is moved to a longer cell, a mixing parameter that worked before can become too large. The file below proves a version of this for a linearised metallic chain with a local charge response and a potential that solves the one-dimensional Poisson equation, grounded at the left end and with zero field at the right end. The total charge is not held fixed. For any fixed positive mixing parameter and coupling, an initially uniform density error grows without bound once the chain is long enough.

```lean
import Mathlib

open Matrix Filter

namespace ChargeSloshing

noncomputable section

/-- The one-dimensional Coulomb matrix `K(i,j) = min(i,j)`, with sites counted from 1. -/
def coulomb (N : ℕ) : Matrix (Fin N) (Fin N) ℝ :=
  Matrix.of fun i j => ((min (i.1 + 1) (j.1 + 1) : ℕ) : ℝ)

/-- The potential at site `x` created by the charges `ρ` on sites `1, ..., N`. -/
def potential {N : ℕ} (ρ : Fin N → ℝ) (x : ℕ) : ℝ :=
  ∑ j : Fin N, ((min x (j.1 + 1) : ℕ) : ℝ) * ρ j

/-- The uniform charge mode, equal to one on every site. -/
def uniform (N : ℕ) : Fin N → ℝ := fun _ => 1

/-- The dielectric matrix `E = 1 + c K`. -/
def dielectric (N : ℕ) (c : ℝ) : Matrix (Fin N) (Fin N) ℝ := 1 + c • coulomb N

/-- The matrix `1 - a E` that carries the density error through one linear mixing step. -/
def mixStep (N : ℕ) (a c : ℝ) : Matrix (Fin N) (Fin N) ℝ := 1 - a • dielectric N c

/-- The number `1 + c (N+1)(2N+1)/6`. -/
def stiffness (N : ℕ) (c : ℝ) : ℝ := 1 + c * (((N : ℝ) + 1) * (2 * N + 1) / 6)

/-- The Euclidean norm of a charge vector. -/
def l2norm {N : ℕ} (x : Fin N → ℝ) : ℝ := Real.sqrt (∑ i, x i ^ 2)

/-- The Coulomb matrix gives the potential that solves the discrete Poisson equation, with
value zero at the left end and zero slope at the right end. -/
theorem coulomb_solves_poisson {N : ℕ} (ρ : Fin N → ℝ) :
    (∀ i : Fin N, (coulomb N *ᵥ ρ) i = potential ρ (i.1 + 1)) ∧
    potential ρ 0 = 0 ∧ potential ρ (N + 1) = potential ρ N ∧
    ∀ i : Fin N, 2 * potential ρ (i.1 + 1) - potential ρ i.1 - potential ρ (i.1 + 2) = ρ i := by
  refine ⟨fun i => rfl, by simp [potential], ?_, fun i => ?_⟩
  · refine Finset.sum_congr rfl fun j _ => ?_
    have h : min (N + 1) (j.1 + 1) = min N (j.1 + 1) := by
      have := j.2
      omega
    rw [h]
  · simp only [potential, Finset.mul_sum, ← Finset.sum_sub_distrib]
    -- the second difference of the kernel is a unit point charge
    trans ∑ j : Fin N, (if i = j then ρ j else 0)
    · refine Finset.sum_congr rfl fun j _ => ?_
      by_cases hij : i = j
      · subst hij
        rw [if_pos rfl]
        have k : 2 * min (i.1 + 1) (i.1 + 1)
            = min i.1 (i.1 + 1) + min (i.1 + 2) (i.1 + 1) + 1 := by omega
        have k' := congrArg (Nat.cast : ℕ → ℝ) k
        rw [Nat.cast_mul, Nat.cast_add, Nat.cast_add, Nat.cast_ofNat, Nat.cast_one] at k'
        linear_combination ρ i * k'
      · rw [if_neg hij]
        have hne : i.1 ≠ j.1 := fun h => hij (Fin.ext h)
        have k : 2 * min (i.1 + 1) (j.1 + 1)
            = min i.1 (j.1 + 1) + min (i.1 + 2) (j.1 + 1) := by omega
        have k' := congrArg (Nat.cast : ℕ → ℝ) k
        rw [Nat.cast_mul, Nat.cast_add, Nat.cast_ofNat] at k'
        linear_combination ρ j * k'
    · simp

/-- The Coulomb quadratic form at the uniform mode is `⟨u, K u⟩ = N(N+1)(2N+1)/6`. -/
theorem coulomb_uniform (N : ℕ) :
    uniform N ⬝ᵥ (coulomb N *ᵥ uniform N) = (N : ℝ) * (N + 1) * (2 * N + 1) / 6 := by
  have gauss : ∀ n : ℕ, ∑ j ∈ Finset.range n, ((j + 1 : ℕ) : ℝ) = (n : ℝ) * (n + 1) / 2 := by
    intro n
    induction n with
    | zero => simp
    | succ n ih => rw [Finset.sum_range_succ, ih]; push_cast; ring
  have total : ∑ i ∈ Finset.range N, ∑ j ∈ Finset.range N, ((min (i + 1) (j + 1) : ℕ) : ℝ)
      = (N : ℝ) * (N + 1) * (2 * N + 1) / 6 := by
    induction N with
    | zero => simp
    | succ n ih =>
      -- a new site adds one row, one column and one diagonal entry
      have row : ∑ j ∈ Finset.range n, ((min (n + 1) (j + 1) : ℕ) : ℝ)
          = (n : ℝ) * (n + 1) / 2 := by
        rw [← gauss n]
        refine Finset.sum_congr rfl fun j hj => ?_
        have := Finset.mem_range.mp hj
        rw [min_eq_right (by omega)]
      have col : ∑ i ∈ Finset.range n, ((min (i + 1) (n + 1) : ℕ) : ℝ)
          = (n : ℝ) * (n + 1) / 2 := by
        rw [← row]
        exact Finset.sum_congr rfl fun i _ => by rw [min_comm]
      simp only [Finset.sum_range_succ, Finset.sum_add_distrib, ih, row, col, min_self]
      push_cast
      ring
  rw [← total]
  simp only [dotProduct, Matrix.mulVec, uniform, coulomb, Matrix.of_apply, one_mul, mul_one]
  exact (Finset.sum_congr rfl fun i _ => Fin.sum_univ_eq_sum_range
    (fun j => ((min (i.1 + 1) (j + 1) : ℕ) : ℝ)) N).trans (Fin.sum_univ_eq_sum_range
    (fun i => ∑ j ∈ Finset.range N, ((min (i + 1) (j + 1) : ℕ) : ℝ)) N)

/-- For the unnormalised uniform mode `u` and `M = 1 - a E`, `⟨u, M u⟩ = N (1 - a s)`, where `s` is
the stiffness. -/
theorem mixStep_uniform (N : ℕ) (a c : ℝ) :
    uniform N ⬝ᵥ (mixStep N a c *ᵥ uniform N) = N * (1 - a * stiffness N c) := by
  have hu : uniform N ⬝ᵥ uniform N = (N : ℝ) := by simp [uniform, dotProduct]
  simp only [mixStep, dielectric, Matrix.sub_mulVec, Matrix.add_mulVec, Matrix.smul_mulVec,
    Matrix.one_mulVec, dotProduct_sub, dotProduct_add, dotProduct_smul, smul_eq_mul,
    coulomb_uniform, hu, stiffness]
  ring

/-- Cauchy-Schwarz inequality for charge vectors. -/
theorem abs_dot_le {N : ℕ} (x y : Fin N → ℝ) : |x ⬝ᵥ y| ≤ l2norm x * l2norm y := by
  rw [l2norm, l2norm, ← Real.sqrt_mul (Finset.sum_nonneg fun i _ => sq_nonneg (x i))]
  exact Real.abs_le_sqrt (Finset.sum_mul_sq_le_sq_mul_sq Finset.univ x y)

/-- For a symmetric matrix the norms of successive iterates satisfy `‖Ax‖² ≤ ‖x‖ ‖A²x‖`. -/
theorem norm_sq_le_of_symm {N : ℕ} (A : Matrix (Fin N) (Fin N) ℝ) (hA : Aᵀ = A)
    (x : Fin N → ℝ) : l2norm (A *ᵥ x) ^ 2 ≤ l2norm x * l2norm (A *ᵥ (A *ᵥ x)) := by
  have h1 : l2norm (A *ᵥ x) ^ 2 = (A *ᵥ x) ⬝ᵥ (A *ᵥ x) := by
    rw [l2norm, Real.sq_sqrt (Finset.sum_nonneg fun i _ => sq_nonneg _)]
    exact Finset.sum_congr rfl fun i _ => pow_two _
  have h2 : x ⬝ᵥ (A *ᵥ (A *ᵥ x)) = (A *ᵥ x) ⬝ᵥ (A *ᵥ x) := by
    rw [Matrix.dotProduct_mulVec x A (A *ᵥ x), ← Matrix.mulVec_transpose, hA]
  rw [h1, ← h2]
  exact (le_abs_self _).trans (abs_dot_le _ _)

/-- Every mixing step multiplies the norm of an initially uniform error by at least `a s - 1`,
where `s` is the stiffness. -/
theorem growth_per_step {N : ℕ} (hN : 0 < N) (a c : ℝ) (k : ℕ) :
    (a * stiffness N c - 1) * l2norm (mixStep N a c ^ k *ᵥ uniform N)
      ≤ l2norm (mixStep N a c ^ (k + 1) *ᵥ uniform N) := by
  have hK : (coulomb N)ᵀ = coulomb N := by
    ext i j
    simp only [Matrix.transpose_apply, coulomb, Matrix.of_apply]
    rw [min_comm]
  have hM : (mixStep N a c)ᵀ = mixStep N a c := by
    simp only [mixStep, dielectric, Matrix.transpose_sub, Matrix.transpose_smul,
      Matrix.transpose_add, Matrix.transpose_one, hK]
  have e : ∀ n, mixStep N a c ^ (n + 1) *ᵥ uniform N
      = mixStep N a c *ᵥ (mixStep N a c ^ n *ᵥ uniform N) := fun n => by
    rw [pow_succ', Matrix.mulVec_mulVec]
  induction k with
  | zero =>
    rw [e 0, pow_zero, Matrix.one_mulVec]
    have hN' : (0 : ℝ) < N := by exact_mod_cast hN
    have hu : l2norm (uniform N) = Real.sqrt N := by simp [l2norm, uniform]
    have h := (neg_le_abs _).trans (abs_dot_le (uniform N) (mixStep N a c *ᵥ uniform N))
    rw [mixStep_uniform, hu] at h
    rw [hu]
    have hs := Real.mul_self_sqrt hN'.le
    refine le_of_mul_le_mul_left ?_ (Real.sqrt_pos.mpr hN')
    calc Real.sqrt N * ((a * stiffness N c - 1) * Real.sqrt N)
        = -(N * (1 - a * stiffness N c)) := by
          linear_combination (a * stiffness N c - 1) * hs
      _ ≤ _ := h
  | succ k ih =>
    rw [e (k + 1), e k]
    rw [e k] at ih
    have hc := norm_sq_le_of_symm _ hM (mixStep N a c ^ k *ᵥ uniform N)
    have nonneg : ∀ x : Fin N → ℝ, 0 ≤ l2norm x := fun x => Real.sqrt_nonneg _
    -- growth factors cannot decrease from one step to the next
    rcases (nonneg (mixStep N a c ^ k *ᵥ uniform N)).eq_or_lt with h0 | hpos
    · rw [← h0, zero_mul] at hc
      have hz := pow_eq_zero_iff (two_ne_zero) |>.mp (le_antisymm hc (sq_nonneg _))
      rw [hz, mul_zero]
      exact nonneg _
    · refine le_of_mul_le_mul_left ?_ hpos
      have := mul_le_mul_of_nonneg_right ih
        (nonneg (mixStep N a c *ᵥ (mixStep N a c ^ k *ᵥ uniform N)))
      linarith

/-- In a chain with at least one site, if `a (1 + c (N+1)(2N+1)/6) > 2`, one mixing step amplifies
the uniform mode, and its norm tends to infinity under repeated mixing. -/
theorem charge_sloshing {N : ℕ} (hN : 0 < N) (a c : ℝ)
    (h : 2 < a * (1 + c * (((N : ℝ) + 1) * (2 * N + 1) / 6))) :
    l2norm (uniform N) < l2norm (mixStep N a c *ᵥ uniform N) ∧
    Tendsto (fun n : ℕ => l2norm (mixStep N a c ^ n *ᵥ uniform N)) atTop atTop := by
  have hr : 1 < a * stiffness N c - 1 := by
    unfold stiffness
    linarith
  have hu : 0 < l2norm (uniform N) := by
    have hN' : (0 : ℝ) < N := by exact_mod_cast hN
    simpa [l2norm, uniform] using hN
  constructor
  · have h1 := growth_per_step hN a c 0
    rw [zero_add, pow_one, pow_zero, Matrix.one_mulVec] at h1
    nlinarith
  · have hb : ∀ n : ℕ, (a * stiffness N c - 1) ^ n * l2norm (uniform N)
        ≤ l2norm (mixStep N a c ^ n *ᵥ uniform N) := by
      intro n
      induction n with
      | zero => rw [pow_zero, pow_zero, Matrix.one_mulVec, one_mul]
      | succ n ih =>
        have h2 := mul_le_mul_of_nonneg_left ih (by linarith : 0 ≤ a * stiffness N c - 1)
        rw [pow_succ', mul_assoc]
        exact h2.trans (growth_per_step hN a c n)
    exact tendsto_atTop_mono hb
      ((tendsto_pow_atTop_atTop_of_one_lt hr).atTop_mul_const hu)

/-- For any fixed mixing parameter `a > 0` and coupling `c > 0`, repeated mixing makes the
uniform mode diverge in every sufficiently long chain. -/
theorem sloshing_in_long_chains {a c : ℝ} (ha : 0 < a) (hc : 0 < c) :
    ∃ N₀ : ℕ, ∀ N ≥ N₀,
      Tendsto (fun n : ℕ => l2norm (mixStep N a c ^ n *ᵥ uniform N)) atTop atTop := by
  have hac : 0 < a * c := mul_pos ha hc
  obtain ⟨N₀, h₀⟩ := exists_nat_gt (12 / (a * c))
  refine ⟨N₀, fun N hN => ?_⟩
  have hlt : 12 / (a * c) < (N : ℝ) := h₀.trans_le (by exact_mod_cast hN)
  have hpos : (0 : ℝ) < N := (by positivity : 0 < 12 / (a * c)).trans hlt
  rw [div_lt_iff₀ hac] at hlt
  refine (charge_sloshing (by exact_mod_cast hpos) a c ?_).2
  -- the stiffness grows at least linearly with the length
  have hq : (N : ℝ) ≤ ((N : ℝ) + 1) * (2 * N + 1) := by nlinarith
  have := mul_le_mul_of_nonneg_left hq hac.le
  linarith

end

end ChargeSloshing
```

```lean
#print axioms ChargeSloshing.coulomb_solves_poisson
#print axioms ChargeSloshing.sloshing_in_long_chains
```

```
'ChargeSloshing.coulomb_solves_poisson' depends on axioms: [propext, Classical.choice, Quot.sound]
'ChargeSloshing.sloshing_in_long_chains' depends on axioms: [propext, Classical.choice, Quot.sound]
```

## The mixing step and its dielectric matrix

Let $\rho_n$ be the input density of cycle $n$, $F(\rho_n)$ the output density and $\rho_*$ the self-consistent density, so that $F(\rho_*)=\rho_*$. Linear mixing with parameter $a$ sets
$$\rho_{n+1}=\rho_n+a\,\bigl(F(\rho_n)-\rho_n\bigr).$$
Write $e_n=\rho_n-\rho_*$ for the error. It creates an extra potential $Ke_n$, where $K$ is the Coulomb matrix. The model assumes that the electrons respond locally: the output density changes by $-c$ times the potential on the same site. This is the response of a metal in the Thomas-Fermi picture, where $c$ is proportional to the density of states at the Fermi level; the Coulomb constant and the lattice spacing are absorbed into it. To first order, then, $F(\rho_n)-\rho_*=-cKe_n$, and
$$e_{n+1}=(1-aE)\,e_n,\qquad E=1+cK.$$

In Lean, $K$ is `coulomb N`, $E$ is `dielectric N c` and $M=1-aE$ is `mixStep N a c`. The file starts from these matrices; the linearisation and the local response are assumptions of the model. Sites are elements of `Fin N`, so $i$ and $j$ run from $0$ to $N-1$ and the physical site number is $i+1$. Hence $K_{ij}=\min(i+1,j+1)$.

## What the theorems say

The uniform mode $u$, `uniform N`, equals one on every site and has Euclidean norm $\sqrt N$. The file defines this norm as `l2norm`, because Mathlib's default norm on functions `Fin N → ℝ` is the maximum norm. The number
$$s=1+c\,\frac{(N+1)(2N+1)}{6},$$
called `stiffness N c`, is the expectation of $E$ in the normalised mode $u/\sqrt N$.

The theorem `charge_sloshing` takes $N\ge 1$ and real $a$, $c$ with $as>2$. It concludes that $\|Mu\|>\|u\|$, and that $\|M^n u\|$ eventually exceeds every bound as $n$ grows, which is the meaning of `Tendsto … atTop atTop`. No sign of $c$ is assumed, although the physical case is $c\ge 0$. The theorem `sloshing_in_long_chains` fixes $a>0$ and $c>0$ and provides a length $N_0$ from which on the norm diverges.

These are statements about the linearised iteration, whereas in a nonlinear calculation the growth may saturate. Nothing is claimed about convergence when $as\le 2$. The total charge is not conserved either: $u$ carries net charge $N$, which a calculation with a fixed electron number would exclude. The chain is best pictured as connected to an electrode at its left end.

## Why min(i+1, j+1) is a Coulomb matrix

Let $\varphi(x)=\sum_j\min(x,j+1)\,\rho_j$ be the potential at position $x$, `potential ρ x`. At the site with index $i$ it equals $(K\rho)_i=\varphi(i+1)$. The second difference of the kernel is
$$2\min(i+1,j+1)-\min(i,j+1)-\min(i+2,j+1)=\delta_{ij}.$$
For $i<j$ the left side is $2(i+1)-i-(i+2)=0$. For $i>j$ all three minima equal $j+1$ and cancel. For $i=j$ it is $2(i+1)-i-(i+1)=1$. Multiplying by $\rho_j$ and summing gives the discrete Poisson equation
$$2\varphi(i+1)-\varphi(i)-\varphi(i+2)=\rho_i.$$
Moreover $\varphi(0)=0$, and $\varphi(N+1)=\varphi(N)$ because $j+1\le N$. The left end is grounded and the field vanishes at the right end. In three-dimensional terms each site stands for a uniformly charged plane perpendicular to the chain; point charges on a line would interact as $1/r$ instead.

This is `coulomb_solves_poisson`. Its proof makes the same distinction between $i=j$ and $i\ne j$; `omega` settles the identities for the minima in the natural numbers, and `linear_combination` multiplies them by the charge.

## The Coulomb quadratic form at the uniform mode

Let $S_N=\langle u,Ku\rangle$ be the sum of all entries of $K$. Passing from $n$ to $n+1$ sites adds a row and a column with entries $1,\dots,n$ and a corner entry $n+1$:
$$S_{n+1}=S_n+2\cdot\frac{n(n+1)}{2}+(n+1)=S_n+(n+1)^2.$$
Since $S_0=0$, $S_N$ is the sum of the first $N$ squares:
$$\langle u,Ku\rangle=\frac{N(N+1)(2N+1)}{6}.$$
In `coulomb_uniform`, `gauss` is the sum $1+\dots+n$, `row` and `col` are the two added strips, and `total` is the induction.

With $\langle u,u\rangle=N$ it follows that
$$\langle u,Mu\rangle=N-aN-ac\,\frac{N(N+1)(2N+1)}{6}=N(1-as),$$
which is `mixStep_uniform`.

## From one step to divergence

The Cauchy-Schwarz inequality, `abs_dot_le`, gives
$$N(as-1)=-\langle u,Mu\rangle\le\|u\|\,\|Mu\|=\sqrt N\,\|Mu\|.$$
Division by $\sqrt N$ yields $\|Mu\|\ge(as-1)\|u\|$. If $as>2$, the factor exceeds one and the first step amplifies the error.

For later steps, put $x_k=M^ku$ and $r=as-1$. Since $M$ is symmetric,
$$\|x_{k+1}\|^2=\langle Mx_k,Mx_k\rangle=\langle x_k,M^2x_k\rangle\le\|x_k\|\,\|x_{k+2}\|.$$
This is `norm_sq_le_of_symm`. It says that the growth factor from one step to the next never decreases, as long as the norms are nonzero. Suppose that $r\|x_k\|\le\|x_{k+1}\|$. Then
$$r\,\|x_k\|\,\|x_{k+1}\|\le\|x_{k+1}\|^2\le\|x_k\|\,\|x_{k+2}\|,$$
and division by $\|x_k\|>0$ gives $r\|x_{k+1}\|\le\|x_{k+2}\|$. If $\|x_k\|=0$, then $x_{k+1}=Mx_k=0$ and the bound is trivial. The theorem `growth_per_step` is this induction, with the two cases separated by `rcases`; in the zero case it obtains $\|x_{k+1}\|=0$ from the norm inequality.

For $as>2$, repeated use of the bound gives $\|x_n\|\ge r^n\sqrt N$ with $r>1$. In `charge_sloshing` this is `hb`, and comparison with the geometric sequence gives the divergence.

For long chains, $(N+1)(2N+1)\ge N$ and $a>0$ give
$$as>\frac{acN}{6}>2\qquad\text{whenever } N>\frac{12}{ac}.$$
The proof of `sloshing_in_long_chains` takes for $N_0$ a natural number above $12/(ac)$. This estimate is generous, since $s$ grows quadratically with $N$. For $c=1$, the largest $a$ with $as\le 2$ is about $0.0506$ at $N=10$ and about $0.0138$ at $N=20$.

## The uniform mode is not an eigenvector

The formula $\langle u,Mu\rangle=N(1-as)$ can be misread as $Mu=(1-as)u$, which for $a>0$ and $c\ge 0$ would make $as\le 2$ a guarantee that the uniform error does not diverge. The equation $Mu=(1-as)u$ holds only for $N=1$ or $ac=0$. For $N=2$,
$$K=\begin{pmatrix}1&1\\1&2\end{pmatrix},\qquad Ku=\begin{pmatrix}2\\3\end{pmatrix},$$
and $Ku$ is not a multiple of $u$. Take $c=1$ and $a=0.56$. Then $s=3.5$ and $as=1.96<2$, but the largest eigenvalue of $E$ is $1+(3+\sqrt5)/2\approx3.618$. The corresponding component of the error is multiplied by about $-1.026$ in every step, and $u$ does contain that component, so the iteration still diverges. The condition $as>2$ is thus sufficient but not necessary for divergence. For $a>0$ and $c\ge 0$, the linearised iteration converges from every initial error exactly when $a$ is smaller than $2$ divided by the largest eigenvalue of $E$; this criterion is not proved in the file.
